# With positive bubbles, a positive spin vertex and stable responses, the Pauli sum rule forces the charge vertex above the spin vertex

Let $x_q>0$ be finitely many bubbles, at least one, and let $s>0$ be a spin vertex with $s x_q<1$ for every $q$. If the same vertex is used in the spin and charge channels, the summed susceptibilities are too large for the Pauli sum rule:

$$\sum_q\left(\frac{x_q}{1-s x_q}+\frac{x_q}{1+s x_q}\right)>2\sum_q x_q .$$

If a separate charge vertex $c$, put in place of $s$ in the second fraction, restores equality and keeps the charge response stable, meaning $1+c x_q>0$ for every $q$, then $c>s$. Every $c\ge 0$ is stable in this sense. For a given $s$, at most one stable $c$ restores equality, and one exists exactly when the spin part alone is below $2\sum_q x_q$.

This bears on approximations for Hubbard-type models that describe each channel by a single vertex, independent of momentum and frequency, and fix the charge vertex by this sum rule.

## Two scalar vertices and a postulated sum rule

The label $q$ stands for momentum and Matsubara frequency together, and $x_q$ is the particle-hole bubble at $q$. In Lean the labels form a finite type `ι` and the bubbles are a function `x : ι → ℝ`. Since the full frequency sum is infinite, this describes a finite lattice with a frequency cut-off, the same on both sides of the sum rule.

```lean
import Mathlib

open Finset

namespace PauliSumRuleVertices

noncomputable section

variable {ι : Type*} [Fintype ι]
```

The signs in the denominators fix the convention: a positive vertex enhances the spin response and suppresses the charge response. If the bubble includes both spin projections, a Hubbard interaction $U$ gives $s=c=U/2$ in the random-phase approximation (RPA).

```lean
/-- Spin susceptibility of a bubble `x` with spin vertex `s`, for `s * x ≠ 1`. -/
def spinChi (s x : ℝ) : ℝ := x / (1 - s * x)

/-- Charge susceptibility of a bubble `x` with charge vertex `c`, for `c * x ≠ -1`. -/
def chargeChi (c x : ℝ) : ℝ := x / (1 + c * x)
```

The sum rule stands for the Pauli principle on one site, $n_\sigma^2=n_\sigma$. In a paramagnet with density $n$ per site and double occupancy $D=\langle n_\uparrow n_\downarrow\rangle$, the local equal-time fluctuations are $n-2D$ for the spin $n_\uparrow-n_\downarrow$ and $n+2D-n^2$ for the charge $n_\uparrow+n_\downarrow$. Their sum, $2n-n^2$, no longer contains $D$, so it has the same value as in the non-interacting paramagnet of the same density, where each channel contributes the summed bubble. The common prefactor of the sums cancels. The file takes the resulting equation, with its frequency sums cut off, as a definition and does not derive it from the operators.

```lean
/-- The Pauli sum rule for bubbles `x q`: the spin and charge susceptibilities, summed over `q`,
give twice the sum of the bubbles. It is meant for `s * x q ≠ 1` and `c * x q ≠ -1`. -/
def PauliSumRule (x : ι → ℝ) (s c : ℝ) : Prop :=
  ∑ q, (spinChi s (x q) + chargeChi c (x q)) = 2 * ∑ q, x q
```

## No bubble at a pole: $(s x_q)^2\neq 1$

A pole at $s x_q=1$ is a divergent spin response; one at $s x_q=-1$ is a divergent charge response when the charge vertex is also $s$. Away from both, the two fractions can be combined:

$$\frac{x_q}{1-s x_q}+\frac{x_q}{1+s x_q}-2x_q=\frac{2x_q}{1-(s x_q)^2}-2x_q=\frac{2s^2x_q^3}{1-(s x_q)^2}.$$

Summing over $q$ gives the exact excess, with no assumption on signs. In the proof, `h1` and `h2` turn the hypothesis into non-zero denominators. The rewriting step then puts both sides over the common denominator, and `ring` compares the numerators.

```lean
/-- With one vertex `s` in both channels, and no bubble at a pole `s * x q = ±1`, the sum rule is
missed by exactly the sum of `2 s² x³ / (1 - (s x)²)` over the bubbles. -/
theorem rpa_excess (x : ι → ℝ) (s : ℝ) (h : ∀ q, (s * x q) ^ 2 ≠ 1) :
    ∑ q, (spinChi s (x q) + chargeChi s (x q)) - 2 * ∑ q, x q
      = ∑ q, 2 * s ^ 2 * x q ^ 3 / (1 - (s * x q) ^ 2) := by
  rw [Finset.mul_sum, ← Finset.sum_sub_distrib]
  refine Finset.sum_congr rfl fun q _ => ?_
  have h1 : 1 - s * x q ≠ 0 := fun e => h q (by
    have : s * x q = 1 := by linarith
    rw [this]; norm_num)
  have h2 : 1 + s * x q ≠ 0 := fun e => h q (by
    have : s * x q = -1 := by linarith
    rw [this]; norm_num)
  have e : 1 - (s * x q) ^ 2 = (1 - s * x q) * (1 + s * x q) := by ring
  rw [e, spinChi, chargeChi, div_add_div _ _ h1 h2, sub_eq_iff_eq_add,
    div_add' _ _ _ (mul_ne_zero h1 h2)]
  congr 1
  ring
```

## Positive bubbles, $s>0$, and no spin instability

**At least one bubble, all positive.** The hypotheses `[Nonempty ι]` and `hx` say that there is something to respond and that each bubble has the sign of a static or Matsubara response. By hand they make $x_q^3$ positive and the sum of the excess terms strictly positive. With no bubbles, or with all bubbles zero, both sides of the sum rule vanish for every $s$ and $c$, so $x_q\ge 0$ is not enough. Individual zeros do occur: at zero momentum and non-zero Matsubara frequency, charge conservation makes the bubble vanish. Such terms add nothing to either side and can be left out of the index set.

**A positive spin vertex.** The hypothesis `hs` describes a repulsive interaction that enhances spin fluctuations. It makes the factor $s^2$ in the excess positive. At $s=0$ the excess is zero and $c=0$ satisfies the sum rule, so $c=s$; assuming only $s\ge 0$ would not give the strict inequalities.

**Below the spin instability.** The hypothesis `hsx`, $s x_q<1$, says that no spin mode has reached its Stoner-type divergence. Together with positivity it gives $0<s x_q<1$, hence $1-(s x_q)^2>0$. Avoiding the pole is not sufficient. For one bubble $x=1$ and $s=2$, the spin response is $-1$ and the charge response at the same vertex is $1/3$, a total below $2$. The sum rule then requires a charge response of $3$, so $c=-2/3$, which is stable but smaller than $s$.

The proof follows the same division of labour: `hlt` establishes $(s x_q)^2<1$, `hpos` uses `Finset.sum_pos` to make the excess positive, and the last line inserts the formula for the excess.

```lean
/-- For one or more positive bubbles below the spin instability, a common vertex `s > 0` in both
channels makes the summed susceptibilities exceed the Pauli value. -/
theorem rpa_violates_pauli [Nonempty ι] (x : ι → ℝ) (s : ℝ) (hx : ∀ q, 0 < x q)
    (hs : 0 < s) (hsx : ∀ q, s * x q < 1) :
    2 * ∑ q, x q < ∑ q, (spinChi s (x q) + chargeChi s (x q)) := by
  have hlt : ∀ q, (s * x q) ^ 2 < 1 := fun q => by
    nlinarith [mul_pos hs (hx q), hsx q]
  have hpos : 0 < ∑ q, 2 * s ^ 2 * x q ^ 3 / (1 - (s * x q) ^ 2) := by
    refine Finset.sum_pos (fun q _ => ?_) Finset.univ_nonempty
    have h1 := hx q
    exact div_pos (by positivity) (by linarith [hlt q])
  linarith [rpa_excess x s fun q => (hlt q).ne]
```

## A stable charge response: $1+c x_q>0$

This condition keeps every charge response positive and finite, on the side of the poles that contains $c=0$. It admits some attractive charge vertices as well as all repulsive ones.

By hand it is needed to compare two charge vertices. If $c<d$, then $0<1+c x_q<1+d x_q$, and dividing the positive number $x_q$ by the larger denominator gives the smaller result:

$$\frac{x_q}{1+d x_q}<\frac{x_q}{1+c x_q}.$$

Only the lower vertex $c$ has to be assumed stable, since $d$ is then stable too. The proof makes this comparison with `div_lt_div_of_pos_left` for each $q$ and sums the strict inequalities.

```lean
/-- For one or more positive bubbles, raising the charge vertex from a stable value `c` to `d`
lowers the summed charge susceptibility. -/
theorem charge_response_decreases [Nonempty ι] (x : ι → ℝ) {c d : ℝ} (hx : ∀ q, 0 < x q)
    (hc : ∀ q, 0 < 1 + c * x q) (hcd : c < d) :
    ∑ q, chargeChi d (x q) < ∑ q, chargeChi c (x q) := by
  refine Finset.sum_lt_sum_of_nonempty Finset.univ_nonempty fun q _ => ?_
  have h := mul_lt_mul_of_pos_right hcd (hx q)
  exact div_lt_div_of_pos_left (hx q) (hc q) (by linarith)
```

Now suppose that a stable $c$ satisfies the sum rule but $c\le s$. Its total charge response is at least the one at $s$, so the spin and charge total is at least the equal-vertex total, which already exceeds $2\sum_q x_q$. This contradicts the sum rule, and therefore $c>s$.

The Lean proof is this contradiction, with $c=s$ and $c<s$ treated separately. In the first case it uses the equal-vertex violation directly; in the second it adds the decrease of the charge response.

Without stability the conclusion fails, even if $1+c x_q\ne0$ is kept. For one bubble $x=1$ and $s=3/4$, the spin response is $4$. The charge response would have to be $-2$, which gives $c=-3/2<s$.

```lean
/-- For one or more positive bubbles below the spin instability and a spin vertex `s > 0`, any
stable charge vertex `c` that satisfies the Pauli sum rule is larger than `s`. -/
theorem charge_vertex_gt_spin_vertex [Nonempty ι] (x : ι → ℝ) (s c : ℝ)
    (hx : ∀ q, 0 < x q) (hs : 0 < s) (hsx : ∀ q, s * x q < 1)
    (hc : ∀ q, 0 < 1 + c * x q) (hP : PauliSumRule x s c) : s < c := by
  by_contra hcs
  have hv := rpa_violates_pauli x s hx hs hsx
  unfold PauliSumRule at hP
  rw [Finset.sum_add_distrib] at hP hv
  -- a charge vertex not above `s` leaves the charge response too large
  rcases (not_lt.mp hcs).eq_or_lt with h | h
  · rw [h] at hP
    linarith
  · linarith [charge_response_decreases x hx hc h]
```

Strict decrease also gives uniqueness: two different stable vertices have different total charge responses, while the sum rule prescribes one value. The proof goes through $c<d$, $c=d$ and $d<c$. Here the spin vertex is merely held fixed, so its sign and the spin instability play no role.

Stability is needed here as well. For bubbles $1$ and $2$ and a small $s>0$, the charge channel must supply a positive weight. Between the poles at $c=-1$ and $c=-1/2$ the total charge response runs from $+\infty$ to $-\infty$, so a second, unstable solution lies there.

```lean
/-- For one or more positive bubbles and a given spin vertex, at most one stable charge vertex
satisfies the Pauli sum rule. -/
theorem charge_vertex_unique [Nonempty ι] (x : ι → ℝ) (s c d : ℝ) (hx : ∀ q, 0 < x q)
    (hc : ∀ q, 0 < 1 + c * x q) (hd : ∀ q, 0 < 1 + d * x q)
    (hPc : PauliSumRule x s c) (hPd : PauliSumRule x s d) : c = d := by
  unfold PauliSumRule at hPc hPd
  rw [Finset.sum_add_distrib] at hPc hPd
  rcases lt_trichotomy c d with h | h | h
  · linarith [charge_response_decreases x hx hc h]
  · exact h
  · linarith [charge_response_decreases x hx hd h]
```

The same comparison gives a neighbouring result, argued here only in words: the restored charge vertex grows with the spin vertex. Raising $s$ below the spin instability increases the spin response and leaves less weight for charge. If a stable charge vertex still exists, it must be larger.

## Spin weight below the Pauli total

Define the weight left for the charge channel by

$$T=2\sum_q x_q-\sum_q\frac{x_q}{1-s x_q}.$$

The condition $T>0$ says that spin fluctuations have not used up the whole Pauli total. It is necessary because a stable charge response is a sum of positive terms. Being below the spin instability does not guarantee it: in the example with $x=1$ and $s=3/4$, $T=-2$, and no stable charge vertex exists.

For sufficiency, let $N$ be the number of bubbles. At $c=0$ the charge response is $\sum_q x_q$. Since $0<1-s x_q<1$, each spin response is at least its bubble, and hence $T\le\sum_q x_q$. At $c=N/T$,

$$\frac{x_q}{1+N x_q/T}\le\frac{T}{N},$$

so the total charge response is at most $T$. It is continuous for $c\ge0$, where no denominator vanishes, and therefore equals $T$ somewhere between the two endpoints.

In the proof, `hhigh` and `hlow` are these endpoint bounds, `hcont` is continuity, and `intermediate_value_Icc'` supplies $c$. The hypotheses `hs` and `hsx` enter through `hspin`, which makes $c=0$ a valid lower endpoint. The opposite implication uses `Finset.sum_pos` on the charge response.

```lean
/-- For one or more positive bubbles below the spin instability and a spin vertex `s > 0`, a stable
charge vertex satisfying the Pauli sum rule exists exactly when the summed spin susceptibility is
below twice the sum of the bubbles. -/
theorem charge_vertex_exists_iff [Nonempty ι] (x : ι → ℝ) (s : ℝ) (hx : ∀ q, 0 < x q)
    (hs : 0 < s) (hsx : ∀ q, s * x q < 1) :
    (∃ c, (∀ q, 0 < 1 + c * x q) ∧ PauliSumRule x s c) ↔
      ∑ q, spinChi s (x q) < 2 * ∑ q, x q := by
  constructor
  · rintro ⟨c, hc, hP⟩
    unfold PauliSumRule at hP
    rw [Finset.sum_add_distrib] at hP
    have : 0 < ∑ q, chargeChi c (x q) :=
      Finset.sum_pos (fun q _ => div_pos (hx q) (hc q)) Finset.univ_nonempty
    linarith
  · intro h
    -- `T` is the weight left for the charge channel
    obtain ⟨T, hT⟩ : ∃ T, T = 2 * ∑ q, x q - ∑ q, spinChi s (x q) := ⟨_, rfl⟩
    have hT0 : 0 < T := by linarith
    have hN : (0 : ℝ) < Fintype.card ι := by exact_mod_cast Fintype.card_pos
    have hspin : ∑ q, x q ≤ ∑ q, spinChi s (x q) := by
      refine Finset.sum_le_sum fun q _ => ?_
      rw [spinChi, le_div_iff₀ (by linarith [hsx q])]
      nlinarith [mul_pos hs (mul_pos (hx q) (hx q))]
    have hstable : ∀ c : ℝ, 0 ≤ c → ∀ q, 0 < 1 + c * x q := fun c hc q => by
      linarith [mul_nonneg hc (hx q).le]
    have hb : 0 ≤ (Fintype.card ι : ℝ) / T := by positivity
    have hcont : ContinuousOn (fun c => ∑ q, chargeChi c (x q))
        (Set.Icc 0 ((Fintype.card ι : ℝ) / T)) := by
      refine continuousOn_finsetSum _ fun q _ => ?_
      unfold chargeChi
      exact ContinuousOn.div continuousOn_const (by fun_prop)
        fun c hc => (hstable c hc.1 q).ne'
    -- at the upper end each bubble contributes at most `T / N`
    have hlow : ∑ q, chargeChi ((Fintype.card ι : ℝ) / T) (x q) ≤ T := by
      calc ∑ q, chargeChi ((Fintype.card ι : ℝ) / T) (x q)
          ≤ ∑ _q : ι, T / (Fintype.card ι : ℝ) := by
            refine Finset.sum_le_sum fun q _ => ?_
            rw [chargeChi, div_le_iff₀ (hstable _ hb q)]
            have e : T / (Fintype.card ι : ℝ) * ((Fintype.card ι : ℝ) / T * x q) = x q := by
              field_simp
            have p : 0 < T / (Fintype.card ι : ℝ) := div_pos hT0 hN
            rw [mul_add, e]
            linarith
        _ = T := by
            rw [Finset.sum_const, Finset.card_univ, nsmul_eq_mul]
            exact mul_div_cancel₀ T hN.ne'
    have hhigh : T ≤ ∑ q, chargeChi 0 (x q) := by
      simp only [chargeChi, zero_mul, add_zero, div_one]
      linarith
    obtain ⟨c, hc, hcT⟩ := intermediate_value_Icc' hb hcont ⟨hlow, hhigh⟩
    refine ⟨c, hstable c hc.1, ?_⟩
    unfold PauliSumRule
    rw [Finset.sum_add_distrib]
    have hcT' : ∑ q, chargeChi c (x q) = T := hcT
    linarith
```

## Equal bubbles with $2sX<1$

When every bubble equals $X>0$, the number of bubbles cancels and the sum rule can be solved explicitly:

$$\frac{1}{1+cX}=2-\frac{1}{1-sX}=\frac{1-2sX}{1-sX},
\qquad c=\frac{s}{1-2sX}.$$

A single bubble is the smallest case. For $X=1$ and $s=1/4$, the formula gives $c=1/2$: the spin response is $4/3$, the charge response is $2/3$, and their sum is $2$.

Below the spin instability, $sX<1$, the hypothesis $2sX<1$ is equivalent to $T>0$ for equal bubbles. When $s>0$ it is stronger than $sX<1$, which therefore needs no separate hypothesis. As $2sX$ approaches $1$ from below, the spin response approaches the full Pauli total and $c$ grows without bound. At $2sX=1$ the charge response would have to vanish, which no finite $c$ achieves, so $2sX\le1$ would not suffice for the formula. The theorem does not require $s>0$.

The proof cancels the number of bubbles and clears the non-zero denominators. What remains is

$$X^2\bigl(c(1-2sX)-s\bigr)=0,$$

and $X>0$ allows the factor $X^2$ to be removed. At $X=0$ every $c$ would satisfy the sum rule. The two `linear_combination` steps prove the two directions of the equivalence.

```lean
/-- For one or more equal bubbles `X > 0` with `2 s X < 1`, a stable charge vertex `c` satisfies the
Pauli sum rule exactly when `c = s / (1 - 2 s X)`. -/
theorem uniform_charge_vertex [Nonempty ι] (X s c : ℝ) (hX : 0 < X) (hsX : 2 * s * X < 1)
    (hc : 0 < 1 + c * X) :
    PauliSumRule (fun _ : ι => X) s c ↔ c = s / (1 - 2 * s * X) := by
  have hN : (Fintype.card ι : ℝ) ≠ 0 := by exact_mod_cast Fintype.card_ne_zero
  have h1 : 1 - s * X ≠ 0 := by
    have : 0 < 1 - s * X := by linarith
    exact this.ne'
  have h2 : 1 - 2 * s * X ≠ 0 := by
    have : 0 < 1 - 2 * s * X := by linarith
    exact this.ne'
  unfold PauliSumRule
  simp only [Finset.sum_const, Finset.card_univ, nsmul_eq_mul]
  rw [mul_left_comm, mul_right_inj' hN, spinChi, chargeChi, div_add_div _ _ h1 hc.ne',
    div_eq_iff (mul_ne_zero h1 hc.ne'), eq_div_iff h2]
  constructor
  · intro h
    -- the common factor `X²` drops out
    apply mul_left_cancel₀ (pow_ne_zero 2 hX.ne')
    linear_combination -h
  · intro h
    linear_combination -X ^ 2 * h

end

end PauliSumRuleVertices
```

```lean
#print axioms PauliSumRuleVertices.charge_vertex_gt_spin_vertex
#print axioms PauliSumRuleVertices.charge_vertex_unique
#print axioms PauliSumRuleVertices.charge_vertex_exists_iff
#print axioms PauliSumRuleVertices.uniform_charge_vertex
```

```
'PauliSumRuleVertices.charge_vertex_gt_spin_vertex' depends on axioms: [propext, Classical.choice, Quot.sound]
'PauliSumRuleVertices.charge_vertex_unique' depends on axioms: [propext, Classical.choice, Quot.sound]
'PauliSumRuleVertices.charge_vertex_exists_iff' depends on axioms: [propext, Classical.choice, Quot.sound]
'PauliSumRuleVertices.uniform_charge_vertex' depends on axioms: [propext, Classical.choice, Quot.sound]
```
